# Kinetic stress of free electrons on k = 0 and ±b e_i: isotropic exactly when the three pair occupations agree

Plane-wave calculations that relax a cell commonly compute a stress tensor, and the result is often quoted as one pressure. That single number describes the whole tensor only when the tensor is a multiple of the identity. For non-interacting electrons in seven plane waves in three dimensions, k = 0 and the six vectors ±b e_i with b > 0 and e_i the unit vector along axis i, the condition on the occupations can be given exactly for the kinetic part of the stress. The six nonzero vectors are degenerate in energy, so a partly filled shell can be occupied in many ways, and only some of them give a pure pressure. Units are ħ = m = 1.

## States, stress and energy

```lean
import Mathlib

open Matrix

namespace KineticStressStar

noncomputable section

variable {ι n : Type*} [Fintype ι] [Fintype n] [DecidableEq n]
```

Two finite label sets are fixed here: `ι` labels the one-electron states s, and `n` labels the Cartesian axes, written a, c, i or j. The number of axes is the dimension d.

```lean
/-- Kinetic stress tensor `σ_ac = -(1/Ω) ∑ f k_a k_c` of plane waves with wavevectors `k`
and occupations `f` in a cell of volume `Ω`. -/
def kineticStress (Ω : ℝ) (f : ι → ℝ) (k : ι → n → ℝ) : Matrix n n ℝ :=
  Matrix.of fun a c => -(1 / Ω) * ∑ s, f s * k s a * k s c
```

A type such as `ι → ℝ` is a function from states to real numbers, so `f s` is the occupation f_s, and `k s a` is component a of the wavevector k_s. `Matrix.of fun a c => ...` builds a matrix from its entries. With Ω the cell volume,

    σ_ac = −(1/Ω) Σ_s f_s k_{s,a} k_{s,c}

The occupations are arbitrary real numbers. No bound such as 0 ≤ f_s ≤ 1 is imposed, so the physical range, with or without a spin factor of 2, is included. The sign makes a positive pressure correspond to negative diagonal entries.

```lean
/-- Kinetic energy `T = ∑ f |k|² / 2` in atomic units. -/
def kineticEnergy (f : ι → ℝ) (k : ι → n → ℝ) : ℝ :=
  ∑ s, f s * (k s ⬝ᵥ k s) / 2
```

The symbol `⬝ᵥ` is the dot product, so

    T = Σ_s f_s (k_s · k_s)/2

Writing the norm `‖k s‖` here would be wrong: on the type `n → ℝ`, Mathlib's norm is the largest absolute value of a component, not the Euclidean length. The error would be invisible for the vectors ±b e_i, where both norms equal |b|, but the trace identity below would fail for a vector such as (1, 1, 0).

```lean
/-- A stress tensor is isotropic when it is a multiple of the identity. -/
def IsIsotropic (σ : Matrix n n ℝ) : Prop :=
  ∃ c : ℝ, σ = c • (1 : Matrix n n ℝ)
```

`Prop` marks a statement, `∃` reads "there is", and `c • (1 : Matrix n n ℝ)` is c times the identity matrix, written c·1. Thus σ is isotropic when σ = c·1 for some real c; in this equation c is a number, not an axis label. Isotropy can also be defined as R σ Rᵀ = σ for every rotation R. For a symmetric σ this selects the same matrices, so the condition on the occupations would be unchanged, but a further lemma linking the two definitions would be needed, and the file contains none.

## The star of wavevectors

```lean
/-- The star of wavevectors: `none` is `k = 0`, `some (i, true)` is `+b e_i` and
`some (i, false)` is `-b e_i`. -/
def starVec (b : ℝ) : Option (n × Bool) → n → ℝ
  | none => fun _ => 0
  | some (i, sgn) => fun a => if a = i then (if sgn then b else -b) else 0
```

`Option (n × Bool)` consists of one extra element `none` and the elements `some (i, sgn)`, with i an axis and `sgn` either `true` or `false`. That gives 2d + 1 states, seven for d = 3. The vector for `none` is zero, and the vector for `some (i, sgn)` has component +b or −b on axis i and zero on the others. In a simple cubic cell of side L these are the zero vector and the shortest reciprocal lattice vectors, with b = 2π/L and Ω = L³; the theorems leave b and Ω independent.

```lean
/-- Total occupation of the opposite pair `+b e_i`, `-b e_i`. -/
def pairOcc (f : Option (n × Bool) → ℝ) (i : n) : ℝ :=
  f (some (i, true)) + f (some (i, false))
```

Writing f_{i,+} and f_{i,−} for the occupations of +b e_i and −b e_i, the pair occupation is

    p_i = f_{i,+} + f_{i,−}

```lean
/-- Occupations with one electron in each state `+b e_i` and none elsewhere. -/
def forwardOcc : Option (n × Bool) → ℝ
  | none => 0
  | some (_, sgn) => if sgn then 1 else 0
```

This pattern puts one electron in each +b e_i and none elsewhere, so p_i = 1 on every axis.

```lean
/-- Occupations with one electron in each of `+b e_j` and `-b e_j` and none elsewhere. -/
def axisOcc (j : n) : Option (n × Bool) → ℝ
  | none => 0
  | some (i, _) => if i = j then 1 else 0
```

This pattern fills both states on one axis j, so p_j = 2 and p_i = 0 for i ≠ j. The underscore means that the sign label is ignored.

## Stress as the strain derivative of the energy

```lean
omit [DecidableEq n] in
/-- When every wavevector changes as `k - t A k` at fixed occupations, the kinetic energy
changes at `t = 0` at the rate `Ω ∑ σ_ac A_ac`. -/
theorem hasDerivAt_energy_strain {Ω : ℝ} (hΩ : Ω ≠ 0) (f : ι → ℝ) (k : ι → n → ℝ)
    (A : Matrix n n ℝ) :
    HasDerivAt (fun t : ℝ => kineticEnergy f (fun s => k s - t • (A *ᵥ k s)))
      (Ω * ∑ a, ∑ c, kineticStress Ω f k a c * A a c) 0 := by
  -- each state contributes a quadratic polynomial in `t`
  have hs : ∀ (x : ℝ) (u v : n → ℝ),
      HasDerivAt (fun t : ℝ => x * ((u - t • v) ⬝ᵥ (u - t • v)) / 2) (-(x * (u ⬝ᵥ v))) 0 := by
    intro x u v
    have hfun : (fun t : ℝ => x * ((u - t • v) ⬝ᵥ (u - t • v)) / 2) =
        fun t : ℝ => x * (u ⬝ᵥ u) / 2 + -(x * (u ⬝ᵥ v)) * t + x * (v ⬝ᵥ v) / 2 * (t * t) := by
      funext t
      simp only [sub_dotProduct, dotProduct_sub, smul_dotProduct, dotProduct_smul,
        smul_eq_mul, dotProduct_comm v u]
      ring
    rw [hfun]
    have hid := hasDerivAt_id' (0 : ℝ)
    exact (((hid.const_mul (-(x * (u ⬝ᵥ v)))).const_add (x * (u ⬝ᵥ u) / 2)).fun_add
      ((hid.fun_mul hid).const_mul (x * (v ⬝ᵥ v) / 2))).congr_deriv (by ring)
  have h1 : Ω * (1 / Ω) = 1 := mul_one_div_cancel hΩ
  have e : ∀ a c, Ω * (kineticStress Ω f k a c * A a c) =
      ∑ s, -(f s * (k s a * (A a c * k s c))) := by
    intro a c
    simp only [kineticStress, of_apply, Finset.mul_sum, Finset.sum_mul]
    refine Finset.sum_congr rfl fun s _ => ?_
    linear_combination (-(f s * k s a * k s c * A a c)) * h1
  unfold kineticEnergy
  refine (HasDerivAt.fun_sum fun s _ => hs (f s) (k s) (A *ᵥ k s)).congr_deriv ?_
  simp only [Finset.mul_sum, e]
  simp only [dotProduct, mulVec, Finset.mul_sum, ← Finset.sum_neg_distrib]
  rw [Finset.sum_comm]
  exact Finset.sum_congr rfl fun a _ => Finset.sum_comm
```

`HasDerivAt g g' 0` says that the function g is differentiable at 0 with derivative g', and `A *ᵥ k s` is the matrix–vector product A k_s. For Ω ≠ 0, any states and any real matrix A, with t a real parameter,

    d/dt T(k − tAk) at t = 0  =  Ω Σ_{a,c} σ_ac A_ac

A homogeneous strain x → (1 + tε)x with strain matrix ε sends k to (1 + tε)^(−T) k, the inverse transpose acting on k, which is k − t εᵀ k to first order in t. The theorem takes the linear path k − tAk as given; with A = εᵀ and σ symmetric, the right-hand side is Ω Σ σ_ac ε_ac. The occupations are held fixed along the path.

By hand, take one state with occupation x, wavevector u and v = Au. Its energy is a quadratic polynomial in t:

    x (u − tv)·(u − tv)/2 = x u·u/2 − x (u·v) t + (x v·v/2) t²

The derivative at t = 0 is −x u·v. Summing over states and writing out the product gives

    dT/dt = −Σ_s f_s Σ_{a,c} k_{s,a} A_ac k_{s,c} = Ω Σ_{a,c} σ_ac A_ac

In the proof, `have` introduces an intermediate claim. The claim `hfun` is the polynomial expansion and `hs` is the one-state derivative. The claim `e` is the last equality for fixed a and c; there `linear_combination` checks that the goal is a stated multiple of Ω·(1/Ω) = 1 up to algebra. `HasDerivAt.fun_sum` adds the one-state derivatives, and `Finset.sum_comm` moves the sum over s past those over a and c.

## Trace and pressure for arbitrary states

```lean
omit [DecidableEq n] in
/-- For any occupied plane waves, `Ω tr σ = -2T`. -/
theorem trace_kineticStress {Ω : ℝ} (hΩ : Ω ≠ 0) (f : ι → ℝ) (k : ι → n → ℝ) :
    Ω * trace (kineticStress Ω f k) = -(2 * kineticEnergy f k) := by
  have h1 : Ω * (1 / Ω) = 1 := mul_one_div_cancel hΩ
  have h2 : ∑ a, ∑ s, f s * k s a * k s a = 2 * kineticEnergy f k := by
    unfold kineticEnergy dotProduct
    rw [Finset.sum_comm, Finset.mul_sum]
    refine Finset.sum_congr rfl fun s _ => ?_
    simp only [mul_assoc]
    rw [← Finset.mul_sum]
    ring
  have h3 : trace (kineticStress Ω f k) = -(1 / Ω) * ∑ a, ∑ s, f s * k s a * k s a := by
    rw [Finset.mul_sum]
    rfl
  rw [h3, h2]
  linear_combination (-(2 * kineticEnergy f k)) * h1
```

For Ω ≠ 0 and any finite family of plane waves,

    Ω tr σ = −Σ_a Σ_s f_s k_{s,a}² = −Σ_s f_s k_s·k_s = −2T

The claim `h3` writes the trace as the double sum, `h2` exchanges the sums and recognises 2T, and the last line cancels Ω against 1/Ω.

```lean
/-- If the kinetic stress equals `-P` times the identity in dimension `d`, then
`P d Ω = 2T`. -/
theorem pressure_of_isotropic {Ω P : ℝ} (hΩ : Ω ≠ 0) (f : ι → ℝ) (k : ι → n → ℝ)
    (h : kineticStress Ω f k = (-P) • (1 : Matrix n n ℝ)) :
    P * (Fintype.card n * Ω) = 2 * kineticEnergy f k := by
  have ht := trace_kineticStress hΩ f k
  rw [h, trace_smul, trace_one, smul_eq_mul] at ht
  linear_combination (-1 : ℝ) * ht
```

The hypothesis `h` is σ = −P·1 for a real number P, the pressure, and `Fintype.card n` is d. The trace of −P·1 is −P d, so the previous identity becomes

    P d Ω = 2T

The step `rw [h, trace_smul, trace_one, smul_eq_mul] at ht` makes this substitution in the trace identity `ht`. The result is left as a product, so it also holds for d = 0, where both sides vanish. For d = 3 it has the form PΩ = 2T/3 known from the nonrelativistic ideal gas; here P is a mechanical quantity defined by σ = −P·1 for finitely many states at fixed occupations, with isotropy assumed and no statistical ensemble involved.

## The star has a diagonal stress

```lean
/-- For the star of wavevectors the kinetic stress is diagonal, with entry `-(1/Ω) b²` times
the pair occupation along each axis. -/
theorem star_kineticStress (Ω b : ℝ) (f : Option (n × Bool) → ℝ) :
    kineticStress Ω f (starVec b) = diagonal fun i => -(1 / Ω) * (b ^ 2 * pairOcc f i) := by
  ext a c
  -- the pair along axis `i` contributes only to the entry `(i, i)`
  have h : ∀ i, ∑ sgn : Bool, f (some (i, sgn)) * starVec b (some (i, sgn)) a
      * starVec b (some (i, sgn)) c
      = if a = i then (if a = c then b ^ 2 * pairOcc f a else 0) else 0 := by
    intro i
    by_cases hi : a = i
    · subst hi
      by_cases hc : a = c
      · subst hc
        simp [starVec, pairOcc]
        ring
      · simp [starVec, hc, Ne.symm hc]
    · simp [starVec, hi]
  have hsum : ∑ s, f s * starVec b s a * starVec b s c
      = if a = c then b ^ 2 * pairOcc f a else 0 := by
    rw [Fintype.sum_option, Fintype.sum_prod_type]
    simp only [h]
    rw [Finset.sum_ite_eq]
    simp [starVec]
  simp only [kineticStress, of_apply, diagonal_apply, hsum]
  split_ifs <;> simp
```

By hand, k = 0 contributes nothing. A state ±b e_i has components ±b δ_ai, so

    k_a k_c = b² δ_ai δ_ci

for either sign. Adding the two signs with their occupations gives b² p_i δ_ai δ_ci, and summing over i leaves

    σ_ac = −(b² p_a/Ω) δ_ac

The tactic `ext a c` reduces the matrix equation to one entry. The claim `h` is the contribution of the pair on axis i, proved by the cases a = i or not and a = c or not. In `hsum`, `Fintype.sum_option` splits off the k = 0 term, `Fintype.sum_prod_type` separates the sums over axis and sign, and `Finset.sum_ite_eq` carries out the Kronecker-delta sum over i. No condition on Ω appears because the same factor −(1/Ω) multiplies both sides and is never cancelled. At Ω = 0 Lean sets 1/0 = 0, so both sides are the zero matrix; that matrix is isotropic for every f, so for d ≥ 2 the isotropy criterion below would be false at Ω = 0, and it excludes that value.

```lean
/-- The kinetic energy of the star is `b²/2` times the sum of the pair occupations. -/
theorem star_kineticEnergy (b : ℝ) (f : Option (n × Bool) → ℝ) :
    kineticEnergy f (starVec b) = b ^ 2 / 2 * ∑ i, pairOcc f i := by
  have ht := trace_kineticStress (one_ne_zero) f (starVec b)
  rw [star_kineticStress, trace_diagonal, ← Finset.mul_sum, ← Finset.mul_sum] at ht
  linear_combination (1 / 2 : ℝ) * ht
```

The statement is

    T = (b²/2) Σ_i p_i

The proof takes the trace identity at Ω = 1, which is allowed because T does not depend on Ω. Inserting the diagonal form gives −b² Σ_i p_i = −2T. The occupation of k = 0 enters neither σ nor T.

## The isotropy condition

```lean
/-- In any dimension the kinetic stress of the star is isotropic exactly when all pair
occupations agree. -/
theorem star_isotropic_iff {Ω b : ℝ} (hΩ : Ω ≠ 0) (hb : b ≠ 0) (f : Option (n × Bool) → ℝ) :
    IsIsotropic (kineticStress Ω f (starVec b)) ↔ ∀ i j, pairOcc f i = pairOcc f j := by
  rw [star_kineticStress]
  constructor
  · rintro ⟨c, hc⟩ i j
    have hd : ∀ l, -(1 / Ω) * (b ^ 2 * pairOcc f l) = c := by
      intro l
      have hl := congrFun (congrFun hc l) l
      rwa [diagonal_apply_eq, Matrix.smul_apply, one_apply_eq, smul_eq_mul, mul_one] at hl
    have h0 : -(1 / Ω) ≠ 0 := neg_ne_zero.mpr (one_div_ne_zero hΩ)
    exact mul_left_cancel₀ (pow_ne_zero 2 hb)
      (mul_left_cancel₀ h0 ((hd i).trans (hd j).symm))
  · intro h
    rcases isEmpty_or_nonempty n with hn | ⟨⟨i₀⟩⟩
    · exact ⟨0, by ext i; exact isEmptyElim i⟩
    · refine ⟨-(1 / Ω) * (b ^ 2 * pairOcc f i₀), ?_⟩
      ext a c
      rw [diagonal_apply, Matrix.smul_apply, one_apply, h a i₀]
      split_ifs <;> simp
```

The arrow `↔` is "if and only if", and `∀ i j` is "for all axes i and j". For Ω ≠ 0, b ≠ 0 and any dimension, σ is isotropic exactly when all p_i agree. The condition b ≠ 0 says that each state ±b e_i has nonzero momentum; at b = 0 the stress vanishes for every f.

Forward direction: if σ = c·1, then for each axis l

    −(1/Ω) b² p_l = c

which is `hd`. Comparing axes i and j and cancelling the nonzero factors −1/Ω and b², by two uses of `mul_left_cancel₀`, gives p_i = p_j. Backward direction: choose any axis i₀ and set c = −b² p_{i₀}/Ω; every diagonal entry equals c and the off-diagonal entries vanish on both sides. With no axes at all there is no i₀, and `isEmpty_or_nonempty` treats that case separately, where there are no entries to compare. For d = 1 both sides always hold.

```lean
/-- For `k = 0` and the six vectors `± b e_i` in three dimensions, the kinetic stress is
isotropic exactly when the three pair occupations agree; it then equals `-2T/(3Ω)` times the
identity, and any `P` with `σ = -P 1` equals `2T/(3Ω)`. -/
theorem cubic_star_stress {Ω b : ℝ} (hΩ : 0 < Ω) (hb : 0 < b)
    (f : Option (Fin 3 × Bool) → ℝ) :
    (IsIsotropic (kineticStress Ω f (starVec b)) ↔
      pairOcc f 0 = pairOcc f 1 ∧ pairOcc f 1 = pairOcc f 2) ∧
    (pairOcc f 0 = pairOcc f 1 ∧ pairOcc f 1 = pairOcc f 2 →
      kineticStress Ω f (starVec b) =
        (-(2 * kineticEnergy f (starVec b) / (3 * Ω))) • (1 : Matrix (Fin 3) (Fin 3) ℝ)) ∧
    ∀ P : ℝ, kineticStress Ω f (starVec b) = (-P) • (1 : Matrix (Fin 3) (Fin 3) ℝ) →
      P = 2 * kineticEnergy f (starVec b) / (3 * Ω) := by
  have hiff : IsIsotropic (kineticStress Ω f (starVec b)) ↔
      pairOcc f 0 = pairOcc f 1 ∧ pairOcc f 1 = pairOcc f 2 := by
    rw [star_isotropic_iff hΩ.ne' hb.ne']
    refine ⟨fun h => ⟨h 0 1, h 1 2⟩, fun h i j => ?_⟩
    have hall : ∀ l, pairOcc f l = pairOcc f 1 := by
      intro l
      fin_cases l
      · exact h.1
      · rfl
      · exact h.2.symm
    rw [hall i, hall j]
  -- the trace identity fixes the pressure
  have hP : ∀ P : ℝ, kineticStress Ω f (starVec b) = (-P) • (1 : Matrix (Fin 3) (Fin 3) ℝ) →
      P = 2 * kineticEnergy f (starVec b) / (3 * Ω) := by
    intro P h
    have hp := pressure_of_isotropic hΩ.ne' f (starVec b) h
    rw [Fintype.card_fin, Nat.cast_ofNat] at hp
    rw [eq_div_iff (by positivity)]
    exact hp
  refine ⟨hiff, fun h => ?_, hP⟩
  obtain ⟨c, hc⟩ := hiff.mpr h
  rw [← hP (-c) (by rw [neg_neg]; exact hc), neg_neg]
  exact hc
```

`Fin 3` is the set of axes 0, 1, 2, and `∧` is "and". For Ω > 0, b > 0 and any real occupations of the seven states, three statements hold. First, σ is isotropic if and only if p₀ = p₁ and p₁ = p₂. Second, when these equalities hold,

    σ = −(2T/(3Ω))·1

Third, any real P with σ = −P·1 satisfies

    P = 2T/(3Ω)

By hand, the first statement is the general criterion, since p₀ = p₁ = p₂ means that every p_l equals p₁; this is `hall`, where `fin_cases l` runs through the three axes. The third is P·3Ω = 2T divided by 3Ω; in `hP`, `eq_div_iff` turns the quotient into that product and `positivity` supplies 3Ω ≠ 0. For the second, equal pair occupations give σ = c·1, the third statement with P = −c gives −c = 2T/(3Ω), and substituting back finishes. In terms of the common value p, T = 3b²p/2 and P = b²p/Ω.

The theorem concerns the kinetic term alone, with each state a single plane wave: there is no potential, no electron–electron interaction, no further shell of wavevectors, and no rule, such as energy minimisation, that selects f.

## Two fillings

```lean
/-- Filling only the states `+b e_i` gives an isotropic kinetic stress together with a total
momentum whose every component is `b`. -/
theorem forwardOcc_isotropic {Ω b : ℝ} (hΩ : Ω ≠ 0) (hb : b ≠ 0) :
    IsIsotropic (kineticStress Ω (forwardOcc (n := n)) (starVec b)) ∧
      ∀ a : n, ∑ s, forwardOcc s * starVec b s a = b := by
  refine ⟨(star_isotropic_iff hΩ hb _).mpr fun i j => by simp [pairOcc, forwardOcc], ?_⟩
  intro a
  simp [Fintype.sum_option, Fintype.sum_prod_type, forwardOcc, starVec]
```

With only the +b e_i states filled, all p_i equal 1, so the criterion gives isotropy; this is the use of `star_isotropic_iff` in the first line. The second claim is the total momentum,

    Σ_s f_s k_{s,a} = b   for every axis a

since only the state +b e_a has a nonzero occupied component along a. For d ≥ 1 this momentum is nonzero, so an isotropic kinetic stress does not require f_{i,+} = f_{i,−}: the stress is even in k and sees only the pair sums.

```lean
/-- Filling only the pair `± b e₀` in three dimensions gives a kinetic stress that is not
isotropic. -/
theorem axisOcc_not_isotropic {Ω b : ℝ} (hΩ : Ω ≠ 0) (hb : b ≠ 0) :
    ¬ IsIsotropic (kineticStress Ω (axisOcc (0 : Fin 3)) (starVec b)) := by
  rw [star_isotropic_iff hΩ hb]
  intro h
  have h01 := h 0 1
  norm_num [pairOcc, axisOcc] at h01

end

end KineticStressStar
```

The symbol `¬` is negation. Filling only ±b e₀ in three dimensions gives p₀ = 2 and p₁ = p₂ = 0. The proof assumes that all pair occupations agree, takes the instance p₀ = p₁ as `h01`, and `norm_num` reduces it to the false equation 2 = 0. Here σ = diag(−2b²/Ω, 0, 0) and T = b², so −tr σ/3 still equals 2T/(3Ω), as the trace identity requires for any filling. The equality of the mean pressure −tr σ/3 with 2T/(3Ω) is therefore no test of isotropy.

```lean
#print axioms KineticStressStar.star_kineticEnergy
#print axioms KineticStressStar.cubic_star_stress
#print axioms KineticStressStar.forwardOcc_isotropic
#print axioms KineticStressStar.axisOcc_not_isotropic
```

```
'KineticStressStar.star_kineticEnergy' depends on axioms: [propext, Classical.choice, Quot.sound]
'KineticStressStar.cubic_star_stress' depends on axioms: [propext, Classical.choice, Quot.sound]
'KineticStressStar.forwardOcc_isotropic' depends on axioms: [propext, Classical.choice, Quot.sound]
'KineticStressStar.axisOcc_not_isotropic' depends on axioms: [propext, Classical.choice, Quot.sound]
```
